# The first-order correction to a truncated KKR scattering path operator

In multiple-scattering (KKR) theory, the t-matrix $t$ describes scattering at the sites and the structure constants $G$ describe propagation between them. The scattering path operator is $\tau=t(1-Gt)^{-1}$, which is $(t^{-1}-G)^{-1}$ when $t$ is invertible. A calculation keeps only low angular momenta; the question is how weak scattering in the discarded channels changes the block of $\tau$ between the channels that are kept.

```lean
import Mathlib

open Filter
open scoped Topology

namespace KKRTruncation

noncomputable section

variable {L H : Type*} [Fintype L] [DecidableEq L] [Fintype H] [DecidableEq H]
```

A channel is a site together with an angular-momentum pair $(l,m)$; `L` and `H` are finite sets of low and high channels. In textbooks $L$ often means a single pair $(l,m)$; here it labels the whole low set.

```lean
/-- The scattering path operator `t (1 - G t)⁻¹` for the t-matrix `t` and the structure constants
`G`; it has this meaning when `1 - G t` is invertible. -/
def pathOp {n : Type*} [Fintype n] [DecidableEq n] (G t : Matrix n n ℂ) : Matrix n n ℂ :=
  t * (1 - G * t)⁻¹
```

`pathOp G t` is $t(1-Gt)^{-1}$. Lean assigns the value zero to the inverse of a singular matrix, so the theorems carry invertibility hypotheses, written `IsUnit`.

```lean
/-- The t-matrix `diag(t_L, x b)`: low channels scatter with `t_L`, high channels with `b`
scaled by the strength `x`. -/
def tMat (tL : Matrix L L ℂ) (b : Matrix H H ℂ) (x : ℂ) : Matrix (L ⊕ H) (L ⊕ H) ℂ :=
  Matrix.fromBlocks tL 0 0 (x • b)
```

This is $t(x)=\mathrm{diag}(t_L,xb)$, with a complex strength $x$ scaling a fixed matrix $b$. The t-matrix does not couple low to high channels, as for spherical scatterers; $G$ does. The type `L ⊕ H` is the combined channel set.

```lean
/-- The amplitude arriving in the high channels when a unit wave is sent into the low ones:
the HL block of `(1 - G t(x))⁻¹`, for `1 - G t(x)` invertible. -/
def highAmp (G : Matrix (L ⊕ H) (L ⊕ H) ℂ) (tL : Matrix L L ℂ) (b : Matrix H H ℂ) (x : ℂ) :
    Matrix H L ℂ :=
  (1 - G * tMat tL b x)⁻¹.toBlocks₂₁
```

Write $M=(1-Gt(x))^{-1}$. Then `highAmp` is $Y(x)=M_{HL}$. The suffixes `₁₁`, `₁₂`, `₂₁`, `₂₂` mean $LL$, $LH$, $HL$, $HH$.

## Eliminating the low channels

```lean
variable (G : Matrix (L ⊕ H) (L ⊕ H) ℂ) (tL : Matrix L L ℂ) (b : Matrix H H ℂ)

/-- The multiple-scattering equations in block form, for `1 - G t(x)` invertible: the low amplitude
is driven by the unit wave and by scattering in both sets of channels, the high amplitude by
scattering in both sets alone. The LL block of the path operator is `t_L` times the low amplitude.
-/
theorem block_equations (x : ℂ) (hx : IsUnit (1 - G * tMat tL b x)) :
    (pathOp G (tMat tL b x)).toBlocks₁₁ = tL * (1 - G * tMat tL b x)⁻¹.toBlocks₁₁ ∧
    (1 - G.toBlocks₁₁ * tL) * (1 - G * tMat tL b x)⁻¹.toBlocks₁₁
      = 1 + x • (G.toBlocks₁₂ * b * highAmp G tL b x) ∧
    highAmp G tL b x = G.toBlocks₂₁ * (pathOp G (tMat tL b x)).toBlocks₁₁
      + x • (G.toBlocks₂₂ * b * highAmp G tL b x) := by
  have h := Matrix.mul_nonsing_inv _ ((Matrix.isUnit_iff_isUnit_det _).1 hx)
  unfold pathOp highAmp
  generalize (1 - G * tMat tL b x)⁻¹ = M at h ⊢
  have hT : (tMat tL b x * M).toBlocks₁₁ = tL * M.toBlocks₁₁ := by
    ext i j
    simp [tMat, Matrix.toBlocks₁₁, Matrix.mul_apply, Fintype.sum_sum_type]
  -- write `G t M = M - 1` in blocks
  have e : Matrix.fromBlocks G.toBlocks₁₁ G.toBlocks₁₂ G.toBlocks₂₁ G.toBlocks₂₂ *
      (tMat tL b x *
        Matrix.fromBlocks M.toBlocks₁₁ M.toBlocks₁₂ M.toBlocks₂₁ M.toBlocks₂₂) = M - 1 := by
    rw [Matrix.fromBlocks_toBlocks, Matrix.fromBlocks_toBlocks, ← h]
    noncomm_ring
  rw [tMat, Matrix.fromBlocks_multiply, Matrix.fromBlocks_multiply] at e
  have e1 := congrArg Matrix.toBlocks₁₁ e
  have e2 := congrArg Matrix.toBlocks₂₁ e
  have r1 : (M - 1).toBlocks₁₁ = M.toBlocks₁₁ - 1 := by
    ext i j
    simp [Matrix.toBlocks₁₁, Matrix.one_apply]
  have r2 : (M - 1).toBlocks₂₁ = M.toBlocks₂₁ := by
    ext i j
    simp [Matrix.toBlocks₂₁]
  rw [Matrix.toBlocks_fromBlocks₁₁, r1] at e1
  rw [Matrix.toBlocks_fromBlocks₂₁, r2] at e2
  simp only [Matrix.zero_mul, add_zero, zero_add, Matrix.smul_mul, Matrix.mul_smul] at e1 e2
  refine ⟨hT, ?_, ?_⟩
  · rw [Matrix.sub_mul, Matrix.one_mul, Matrix.mul_assoc, Matrix.mul_assoc,
      sub_eq_iff_eq_add, add_assoc, add_comm (x • _), e1]
    abel
  · rw [hT, Matrix.mul_assoc G.toBlocks₂₂]
    exact e2.symm
```

Let $T(x)$ be the $LL$ block of the full path operator. Since $t(x)$ is block diagonal, $T=t_LM_{LL}$. The first block column of $(1-Gt)M=1$ reads

$$(1-G_{LL}t_L)M_{LL}=1+x\,G_{LH}bY,\qquad Y=G_{HL}T+x\,G_{HH}bY.$$

The proof does the same: it writes $GtM=M-1$ in blocks and reads off two of them.

```lean
/-- The exact truncation error: with the truncated and the full problem both invertible, the
LL block differs from `τ_L` by `x τ_L G_LH b` times the amplitude in the high channels. -/
theorem truncation_error (x : ℂ) (hL : IsUnit (1 - G.toBlocks₁₁ * tL))
    (hx : IsUnit (1 - G * tMat tL b x)) :
    (pathOp G (tMat tL b x)).toBlocks₁₁ = pathOp G.toBlocks₁₁ tL
      + x • (pathOp G.toBlocks₁₁ tL * G.toBlocks₁₂ * b * highAmp G tL b x) := by
  obtain ⟨hT, h1, -⟩ := block_equations G tL b x hx
  -- solve the low-channel equation for the low amplitude
  have hM : (1 - G * tMat tL b x)⁻¹.toBlocks₁₁ = (1 - G.toBlocks₁₁ * tL)⁻¹ *
      (1 + x • (G.toBlocks₁₂ * b * highAmp G tL b x)) := by
    rw [← h1, ← Matrix.mul_assoc,
      Matrix.nonsing_inv_mul _ ((Matrix.isUnit_iff_isUnit_det _).1 hL), Matrix.one_mul]
  rw [hT, hM, pathOp]
  simp only [Matrix.mul_add, Matrix.mul_one, Matrix.mul_smul, Matrix.mul_assoc]
```

Let $\tau_L=t_L(1-G_{LL}t_L)^{-1}$ be the truncated path operator. Multiplying the low equation from the left by $(1-G_{LL}t_L)^{-1}$, and then by $t_L$, gives

$$T(x)=\tau_L+x\,\tau_LG_{LH}bY(x).$$

This is exact whenever both problems are invertible.

```lean
/-- With both problems invertible, the high channels see the propagator
`G_HH + G_HL τ_L G_LH`: direct propagation plus all paths through the low channels. -/
theorem highAmp_eq (x : ℂ) (hL : IsUnit (1 - G.toBlocks₁₁ * tL))
    (hx : IsUnit (1 - G * tMat tL b x)) :
    highAmp G tL b x = G.toBlocks₂₁ * pathOp G.toBlocks₁₁ tL
      + x • ((G.toBlocks₂₂ + G.toBlocks₂₁ * pathOp G.toBlocks₁₁ tL * G.toBlocks₁₂) * b
        * highAmp G tL b x) := by
  refine (block_equations G tL b x hx).2.2.trans ?_
  rw [truncation_error G tL b x hL hx]
  simp only [Matrix.mul_add, Matrix.add_mul, Matrix.mul_smul, smul_add, Matrix.mul_assoc]
  abel
```

Substituting this $T$ into the high equation gives

$$Y=G_{HL}\tau_L+x\,(G_{HH}+G_{HL}\tau_LG_{LH})\,bY.$$

The bracket is propagation between high channels, directly or through the low ones.

## The limit of weak high-channel scattering

```lean
/-- If the truncated problem is invertible, so is the full one for all sufficiently weak
scattering in the high channels. -/
theorem eventually_isUnit (hL : IsUnit (1 - G.toBlocks₁₁ * tL)) :
    ∀ᶠ x in 𝓝 (0 : ℂ), IsUnit (1 - G * tMat tL b x) := by
  have hc : Continuous fun x : ℂ => 1 - G * tMat tL b x :=
    continuous_const.sub (continuous_const.matrix_mul (Continuous.matrix_fromBlocks
      continuous_const continuous_const continuous_const (continuous_id.smul continuous_const)))
  -- at `x = 0` the matrix is block triangular
  have h0 : 1 - G * tMat tL b 0 = Matrix.fromBlocks (1 - G.toBlocks₁₁ * tL) 0
      (-(G.toBlocks₂₁ * tL)) 1 := by
    ext (i | i) (j | j) <;> simp [tMat, Matrix.toBlocks₁₁, Matrix.toBlocks₂₁,
      Matrix.mul_apply, Fintype.sum_sum_type, Matrix.one_apply]
  have hd : (1 - G * tMat tL b 0).det ≠ 0 := by
    rw [h0, Matrix.det_fromBlocks_zero₁₂, Matrix.det_one, mul_one]
    exact ((Matrix.isUnit_iff_isUnit_det _).1 hL).ne_zero
  exact (hc.matrix_det.continuousAt.eventually_ne hd).mono fun x hx =>
    (Matrix.isUnit_iff_isUnit_det _).2 (isUnit_iff_ne_zero.2 hx)
```

At $x=0$ the matrix $1-Gt$ is block triangular, with determinant $\det(1-G_{LL}t_L)\neq0$. The determinant is continuous in $x$, so it stays nonzero near zero. The symbol `∀ᶠ x in 𝓝 0` means "for all $x$ close enough to 0".

```lean
/-- If the truncated problem is invertible, every entry of `P Y(x)`, with `P` a fixed matrix and
`Y(x)` the high-channel amplitude, is continuous at `x = 0`. -/
theorem continuousAt_highAmp (hL : IsUnit (1 - G.toBlocks₁₁ * tL)) (P : Matrix L H ℂ)
    (i j : L) : ContinuousAt (fun x => (P * highAmp G tL b x) i j) 0 := by
  have hc : Continuous fun x : ℂ => 1 - G * tMat tL b x :=
    continuous_const.sub (continuous_const.matrix_mul (Continuous.matrix_fromBlocks
      continuous_const continuous_const continuous_const (continuous_id.smul continuous_const)))
  have hd : (1 - G * tMat tL b 0).det ≠ 0 :=
    ((Matrix.isUnit_iff_isUnit_det _).1 (eventually_isUnit G tL b hL).self_of_nhds).ne_zero
  have hY : ∀ k, ContinuousAt (fun x => highAmp G tL b x k j) 0 := fun k => by
    -- Cramer's rule for the inverse
    have hf : (fun x => highAmp G tL b x k j) = fun x => (1 - G * tMat tL b x).det⁻¹ *
        (1 - G * tMat tL b x).adjugate (Sum.inr k) (Sum.inl j) := by
      funext x
      simp [highAmp, Matrix.toBlocks₂₁, Matrix.inv_def]
    rw [hf]
    exact (hc.matrix_det.continuousAt.inv₀ hd).mul
      (hc.matrix_adjugate.matrix_elem _ _).continuousAt
  simp only [Matrix.mul_apply]
  exact tendsto_finsetSum _ fun k _ => continuousAt_const.mul (hY k)
```

Cramer's rule writes each entry of $Y$ as a cofactor divided by that determinant. Both are continuous and the determinant is nonzero at $x=0$, so $Y$, and $PY$ for any fixed matrix $P$, is continuous there.

```lean
/-- Angular-momentum truncation: if `1 - G_LL t_L` is invertible, the LL block of the full path
operator equals `τ_L` at `x = 0` and has the derivative `τ_L G_LH b G_HL τ_L` there. -/
theorem truncation_derivative (hL : IsUnit (1 - G.toBlocks₁₁ * tL)) :
    (pathOp G (tMat tL b 0)).toBlocks₁₁ = pathOp G.toBlocks₁₁ tL ∧
    ∀ i j, HasDerivAt (fun x => (pathOp G (tMat tL b x)).toBlocks₁₁ i j)
      ((pathOp G.toBlocks₁₁ tL * G.toBlocks₁₂ * b * G.toBlocks₂₁
        * pathOp G.toBlocks₁₁ tL) i j) 0 := by
  have hu := eventually_isUnit G tL b hL
  refine ⟨by simpa using truncation_error G tL b 0 hL hu.self_of_nhds, fun i j => ?_⟩
  have hY : highAmp G tL b 0 = G.toBlocks₂₁ * pathOp G.toBlocks₁₁ tL := by
    simpa using highAmp_eq G tL b 0 hL hu.self_of_nhds
  have hg := continuousAt_highAmp G tL b hL (pathOp G.toBlocks₁₁ tL * G.toBlocks₁₂ * b) i j
  -- the difference quotient is the continuous factor in the exact error
  rw [hasDerivAt_iff_tendsto_slope_zero]
  have hlim := hg.tendsto.mono_left (nhdsWithin_le_nhds (s := {0}ᶜ))
  rw [hY, ← Matrix.mul_assoc] at hlim
  refine hlim.congr' ?_
  filter_upwards [self_mem_nhdsWithin, nhdsWithin_le_nhds hu] with x hx hxu
  have hx0 : x ≠ 0 := hx
  rw [zero_add, truncation_error G tL b x hL hxu,
    truncation_error G tL b 0 hL hu.self_of_nhds]
  simp [hx0]
```

Setting $x=0$ in the two exact formulas gives $T(0)=\tau_L$ and $Y(0)=G_{HL}\tau_L$. For small $x\neq0$,

$$\frac{T(x)-T(0)}{x}=\tau_LG_{LH}bY(x)\;\longrightarrow\;\tau_LG_{LH}b\,G_{HL}\tau_L .$$

`HasDerivAt` states this complex derivative entry by entry, and the proof takes the limit of this same quotient. The correction describes one excursion: out to the high channels, one scattering by $b$, and back.

```lean
/-- If `1 - G_LL t_L` is invertible, adding the first-order correction to `τ_L` leaves an error
`O(x²)` as `x → 0` in every entry of the LL block. -/
theorem corrected_truncation (hL : IsUnit (1 - G.toBlocks₁₁ * tL)) (i j : L) :
    (fun x => ((pathOp G (tMat tL b x)).toBlocks₁₁ - (pathOp G.toBlocks₁₁ tL
      + x • (pathOp G.toBlocks₁₁ tL * G.toBlocks₁₂ * b * G.toBlocks₂₁
        * pathOp G.toBlocks₁₁ tL))) i j) =O[𝓝 0] fun x : ℂ => x ^ 2 := by
  have hr := (continuousAt_highAmp G tL b hL (pathOp G.toBlocks₁₁ tL * G.toBlocks₁₂ * b *
    (G.toBlocks₂₂ + G.toBlocks₂₁ * pathOp G.toBlocks₁₁ tL * G.toBlocks₁₂) * b)
    i j).tendsto.isBigO_one ℂ
  refine ((Asymptotics.isBigO_refl (fun x : ℂ => x ^ 2) (𝓝 0)).mul hr).congr' ?_
    (Eventually.of_forall fun x => mul_one _)
  filter_upwards [eventually_isUnit G tL b hL] with x hx
  -- insert the equation for the high amplitude once into the exact error
  have k : pathOp G.toBlocks₁₁ tL * G.toBlocks₁₂ * b * highAmp G tL b x =
      pathOp G.toBlocks₁₁ tL * G.toBlocks₁₂ * b * G.toBlocks₂₁ * pathOp G.toBlocks₁₁ tL
      + x • (pathOp G.toBlocks₁₁ tL * G.toBlocks₁₂ * b *
        (G.toBlocks₂₂ + G.toBlocks₂₁ * pathOp G.toBlocks₁₁ tL * G.toBlocks₁₂) * b
        * highAmp G tL b x) := by
    conv_lhs => rw [highAmp_eq G tL b x hL hx]
    simp only [Matrix.mul_add, Matrix.add_mul, Matrix.mul_smul, Matrix.mul_assoc]
  rw [truncation_error G tL b x hL hx, k, smul_add, smul_smul, ← pow_two x,
    add_sub_add_left_eq_sub, add_sub_cancel_left, Matrix.smul_apply, smul_eq_mul]
```

Inserting the equation for $Y$ once into the exact error gives

$$T=\tau_L+x\,\tau_LG_{LH}bG_{HL}\tau_L+x^2\,\tau_LG_{LH}b(G_{HH}+G_{HL}\tau_LG_{LH})bY.$$

Near zero $Y$ is bounded, so the remainder is $O(x^2)$.

For electronic-structure work this gives a first-order estimate of the angular-momentum cutoff error in the low-channel block of the path operator, for finitely many channels and weak high-channel scattering. With $b$ the actual high-channel t-matrix, the full problem in this finite set of channels sits at $x=1$; whether that is close enough to zero must be judged separately.

## Two channels in numbers

```lean
/-- One low and one high channel with unit `t_L` and `b`, and with unit hopping between the two
channels as the only propagation (`G_LL = G_HH = 0`): for `x ≠ 1` the LL block of the path operator,
multiplied by `1 - x`, is one. -/
theorem two_channel (x : ℂ) (hx : x ≠ 1) :
    (1 - x) • (pathOp (Matrix.fromBlocks 0 1 1 0 : Matrix (Unit ⊕ Unit) (Unit ⊕ Unit) ℂ)
      (tMat 1 1 x)).toBlocks₁₁ = 1 := by
  have hx' : 1 - x ≠ 0 := sub_ne_zero.2 hx.symm
  have hp : (1 - (Matrix.fromBlocks 0 1 1 0 : Matrix (Unit ⊕ Unit) (Unit ⊕ Unit) ℂ) *
      tMat 1 1 x) * Matrix.fromBlocks 1 (x • 1) 1 1 = (1 - x) • 1 := by
    ext (i | i) (j | j) <;>
      simp [tMat, Matrix.mul_apply, Fintype.sum_sum_type, Matrix.one_apply] <;> ring
  have hi : (1 - (Matrix.fromBlocks 0 1 1 0 : Matrix (Unit ⊕ Unit) (Unit ⊕ Unit) ℂ) *
      tMat 1 1 x) * ((1 - x)⁻¹ • Matrix.fromBlocks 1 (x • 1) 1 1) = 1 := by
    rw [Matrix.mul_smul, hp, smul_smul, inv_mul_cancel₀ hx', one_smul]
  rw [pathOp, Matrix.inv_eq_right_inv hi]
  ext i j
  simp [tMat, Matrix.toBlocks₁₁, Matrix.mul_apply, Fintype.sum_sum_type, hx']

end

end KKRTruncation
```

With $t_L=b=1$, $G_{LL}=G_{HH}=0$ and $G_{LH}=G_{HL}=1$, the theorem says $T(x)=1/(1-x)$ for $x\neq1$. The proof exhibits the inverse explicitly. The numbers in this section illustrate the algebra and do not describe a particular physical system. Here $\tau_L=1$ and the derivative is 1. At $x=0.1$ truncation gives 1, the corrected value is 1.1, and the full value is $1/0.9\approx1.1111$. The remaining error is $x^2/(1-x)\approx0.0111$.

Now change $G_{LL}$ to 1, so that $1-G_{LL}t_L=0$. Then

$$1-Gt=\begin{pmatrix}0&-x\\-1&1\end{pmatrix},\qquad \det(1-Gt)=-x,\qquad T(x)=-\frac1x\quad(x\neq0).$$

Invertibility of the full problem at every $x\neq0$ is therefore not enough for a derivative at zero: $T$ diverges there.

```lean
#print axioms KKRTruncation.truncation_derivative
-- 'KKRTruncation.truncation_derivative' depends on axioms: [propext, Classical.choice, Quot.sound]
#print axioms KKRTruncation.corrected_truncation
-- 'KKRTruncation.corrected_truncation' depends on axioms: [propext, Classical.choice, Quot.sound]
#print axioms KKRTruncation.two_channel
-- 'KKRTruncation.two_channel' depends on axioms: [propext, Classical.choice, Quot.sound]
```
